# A mirror-symmetric isotropic current response at nonzero wavevector has one longitudinal and one transverse coefficient

Let $q\neq0$ be a real wavevector in at least two dimensions and $M$ a real square matrix. Then $RMR^T=M$ for every orthogonal $R$ with $Rq=q$, mirrors included, exactly when there is a unique pair of real numbers $(a,b)$ with
$$M=aQ+b(1-Q),\qquad Q_{ij}=\frac{q_iq_j}{|q|^2}.$$

In linear-response current density functional theory, this is the form of a real current-response or exchange-correlation tensor of a homogeneous, isotropic, mirror-symmetric system at one fixed $q$.

## Projectors and symmetry

```lean
import Mathlib

open Matrix

namespace IsotropicCurrentResponse

noncomputable section

variable {ι : Type*} [Fintype ι]
```

The finite type `ι` labels Cartesian components, so a vector is a function `ι → ℝ`. The notation `⬝ᵥ` is the dot product, `*ᵥ` applies a matrix to a vector, and `ᵀ` is the transpose.

```lean
/-- The longitudinal projector `Q i j = q i * q j / |q|²` of a nonzero wavevector `q`. -/
def longProj (q : ι → ℝ) : Matrix ι ι ℝ :=
  Matrix.of fun i j => q i * q j / (q ⬝ᵥ q)
```

This is $Q$, with the division by $|q|^2$ built in, so $q$ need not be a unit vector.

```lean
/-- The longitudinal projector sends a field `x` to `(q·x / |q|²) q`. -/
theorem longProj_mulVec (q x : ι → ℝ) :
    longProj q *ᵥ x = ((q ⬝ᵥ x) / (q ⬝ᵥ q)) • q := by
  ext i
  show ∑ j, q i * q j / (q ⬝ᵥ q) * x j = (q ⬝ᵥ x) / (q ⬝ᵥ q) * q i
  generalize q ⬝ᵥ q = d
  simp only [dotProduct, Finset.sum_div, Finset.sum_mul]
  exact Finset.sum_congr rfl fun j _ => by ring
```

In components, $\sum_j q_iq_jx_j/|q|^2=(q\cdot x/|q|^2)\,q_i$.

```lean
variable [DecidableEq ι]

/-- The transverse projector `1 - Q` of a nonzero wavevector `q`. -/
def transProj (q : ι → ℝ) : Matrix ι ι ℝ := 1 - longProj q
```

The transverse projector is $1-Q$.

```lean
/-- The response matrix `M` is unchanged by every orthogonal transformation that fixes `q`. -/
def IsIsotropicAbout (q : ι → ℝ) (M : Matrix ι ι ℝ) : Prop :=
  ∀ R : Matrix ι ι ℝ, R * Rᵀ = 1 → R *ᵥ q = q → R * M * Rᵀ = M
```

`R * Rᵀ = 1` makes $R$ orthogonal, with determinant $+1$ or $-1$. The condition represents a medium with no preferred direction besides $q$ and no preferred sense of rotation about $q$, such as a magnetic field along $q$ would give. It is assumed here, not derived from a Hamiltonian.

```lean
/-- The response `a Q + b (1 - Q)` multiplies the part of a field along `q` by `a`
and the remainder by `b`. -/
theorem response_mulVec (q x : ι → ℝ) (a b : ℝ) :
    (a • longProj q + b • transProj q) *ᵥ x =
      (a * ((q ⬝ᵥ x) / (q ⬝ᵥ q))) • q + b • (x - ((q ⬝ᵥ x) / (q ⬝ᵥ q)) • q) := by
  rw [transProj, Matrix.add_mulVec, Matrix.smul_mulVec, Matrix.smul_mulVec,
    Matrix.sub_mulVec, Matrix.one_mulVec, longProj_mulVec, smul_smul]
```

The part of $x$ along $q$ is multiplied by $a$, the remainder by $b$.

## What a mirror forces

```lean
/-- A response isotropic about `q` commutes with the projector onto any nonzero direction `v`
perpendicular to `q`. -/
theorem commute_longProj {q v : ι → ℝ} {M : Matrix ι ι ℝ} (hM : IsIsotropicAbout q M)
    (hv : v ≠ 0) (hvq : v ⬝ᵥ q = 0) : longProj v * M = M * longProj v := by
  have hd : v ⬝ᵥ v ≠ 0 := fun h => hv (dotProduct_self_eq_zero.mp h)
  have hQ : longProj v * longProj v = longProj v := by
    apply Matrix.toLin'.injective
    refine LinearMap.ext fun x => ?_
    rw [Matrix.toLin'_apply, Matrix.toLin'_apply]
    rw [← Matrix.mulVec_mulVec, longProj_mulVec, longProj_mulVec, dotProduct_smul,
      smul_eq_mul, mul_div_cancel_right₀ _ hd]
  have hT : (longProj v)ᵀ = longProj v := by
    ext i j
    simp [longProj, mul_comm]
  -- the mirror that reverses `v`
  obtain ⟨R, hRd⟩ : ∃ R, R = 1 - longProj v - longProj v := ⟨_, rfl⟩
  have hR : R * R = 1 := by
    have e : R * R = 1 + ((longProj v * longProj v - longProj v)
        + (longProj v * longProj v - longProj v) + (longProj v * longProj v - longProj v)
        + (longProj v * longProj v - longProj v)) := by
      rw [hRd]; noncomm_ring
    rw [e, hQ, sub_self]; simp
  have hRT : Rᵀ = R := by
    rw [hRd, Matrix.transpose_sub, Matrix.transpose_sub, Matrix.transpose_one, hT]
  have hf : R *ᵥ q = q := by
    rw [hRd, Matrix.sub_mulVec, Matrix.sub_mulVec, Matrix.one_mulVec, longProj_mulVec, hvq]
    simp
  have h := hM R (by rw [hRT, hR]) hf
  rw [hRT] at h
  have hc : R * M = M * R := by
    calc R * M = R * M * (R * R) := by rw [hR, mul_one]
      _ = R * M * R * R := (mul_assoc _ _ _).symm
      _ = M * R := by rw [h]
  have h2 : longProj v * M + longProj v * M = M * longProj v + M * longProj v := by
    calc longProj v * M + longProj v * M = M - R * M := by rw [hRd]; noncomm_ring
      _ = M - M * R := by rw [hc]
      _ = M * longProj v + M * longProj v := by rw [hRd]; noncomm_ring
  ext i j
  have h3 := congrFun (congrFun h2 i) j
  simp only [Matrix.add_apply] at h3
  linarith
```

For nonzero $v\perp q$, let $Q_v=vv^T/|v|^2$ and take the mirror $R=1-2Q_v$. Since $Q_v^2=Q_v=Q_v^T$, we have $R^T=R$ and $R^2=1-4Q_v+4Q_v^2=1$; also $Rq=q$. Isotropy gives $RMR=M$. Multiplying by $R$ on the right gives $RM=MR$, hence $Q_vM=MQ_v$. `noncomm_ring` does the algebra without commuting matrices.

```lean
/-- For a response isotropic about `q`, a field `w` perpendicular to `q` and any field `x`
obey `(w·Mx) w = (w·x) Mw`. -/
theorem transverse_exchange {q w : ι → ℝ} {M : Matrix ι ι ℝ} (hM : IsIsotropicAbout q M)
    (hwq : w ⬝ᵥ q = 0) (x : ι → ℝ) :
    (w ⬝ᵥ (M *ᵥ x)) • w = (w ⬝ᵥ x) • (M *ᵥ w) := by
  by_cases hw : w = 0
  · simp [hw]
  have hd : w ⬝ᵥ w ≠ 0 := fun h => hw (dotProduct_self_eq_zero.mp h)
  have h := congrArg (fun A => A *ᵥ x) (commute_longProj hM hw hwq)
  simp only [← Matrix.mulVec_mulVec, longProj_mulVec, Matrix.mulVec_smul] at h
  ext i
  have hi := congrFun h i
  simp only [Pi.smul_apply, smul_eq_mul] at hi ⊢
  rwa [div_mul_eq_mul_div, div_mul_eq_mul_div, div_left_inj' hd] at hi
```

Apply $Q_wM=MQ_w$ to $x$ and multiply by $|w|^2$:
$$(w\cdot Mx)\,w=(w\cdot x)\,Mw.$$
For $w=0$ both sides vanish.

```lean
/-- A response isotropic about a nonzero `q` turns a longitudinal field into a
longitudinal current. -/
theorem longitudinal_response {q : ι → ℝ} {M : Matrix ι ι ℝ} (hq : q ≠ 0)
    (hM : IsIsotropicAbout q M) : ∃ a : ℝ, M *ᵥ q = a • q := by
  have hd : q ⬝ᵥ q ≠ 0 := fun h => hq (dotProduct_self_eq_zero.mp h)
  obtain ⟨c, hc⟩ : ∃ c, c = (q ⬝ᵥ (M *ᵥ q)) / (q ⬝ᵥ q) := ⟨_, rfl⟩
  -- `w` is the transverse part of the current
  obtain ⟨w, hwd⟩ : ∃ w, w = M *ᵥ q - c • q := ⟨_, rfl⟩
  have hw : w ⬝ᵥ q = 0 := by
    rw [hwd, sub_dotProduct, smul_dotProduct, dotProduct_comm (M *ᵥ q) q, smul_eq_mul, hc,
      div_mul_cancel₀ _ hd, sub_self]
  have h := transverse_exchange hM hw q
  rw [hw, zero_smul] at h
  have hw0 : w = 0 := by
    rcases smul_eq_zero.mp h with h0 | h0
    · apply dotProduct_self_eq_zero.mp
      calc w ⬝ᵥ w = w ⬝ᵥ (M *ᵥ q - c • q) := by rw [← hwd]
        _ = 0 := by rw [dotProduct_sub, dotProduct_smul, h0, hw, smul_zero, sub_zero]
    · exact h0
  rw [hwd] at hw0
  exact ⟨c, sub_eq_zero.mp hw0⟩
```

Set $c=q\cdot Mq/|q|^2$ and $w=Mq-cq$, so $w\cdot q=0$. The exchange relation with $x=q$ gives $(w\cdot Mq)\,w=0$. Either $w=0$, or $w\cdot Mq=0$ and then $|w|^2=w\cdot Mq-c\,w\cdot q=0$. Both ways, $Mq=cq$.

```lean
/-- A response isotropic about `q` multiplies all fields perpendicular to `q` by one
common number. -/
theorem transverse_response {q : ι → ℝ} {M : Matrix ι ι ℝ} (hM : IsIsotropicAbout q M) :
    ∃ b : ℝ, ∀ u : ι → ℝ, u ⬝ᵥ q = 0 → M *ᵥ u = b • u := by
  by_cases hex : ∃ v : ι → ℝ, v ≠ 0 ∧ v ⬝ᵥ q = 0
  · obtain ⟨v, hv, hvq⟩ := hex
    have hd : v ⬝ᵥ v ≠ 0 := fun h => hv (dotProduct_self_eq_zero.mp h)
    obtain ⟨b, hb⟩ : ∃ b : ℝ, M *ᵥ v = b • v := by
      refine ⟨(v ⬝ᵥ (M *ᵥ v)) / (v ⬝ᵥ v), ?_⟩
      ext i
      have h := congrFun (transverse_exchange hM hvq v) i
      simp only [Pi.smul_apply, smul_eq_mul] at h ⊢
      rw [div_mul_eq_mul_div, eq_div_iff hd]
      linarith
    refine ⟨b, fun u hu => ?_⟩
    -- polarise the exchange relation between `u` and `v`
    have h1 := transverse_exchange hM (w := u + v) (by rw [add_dotProduct, hu, hvq, add_zero]) v
    have h2 := transverse_exchange hM hu v
    ext i
    have h1i := congrFun h1 i
    have h2i := congrFun h2 i
    simp only [add_dotProduct, Matrix.mulVec_add, hb, dotProduct_smul, Pi.smul_apply,
      Pi.add_apply, smul_eq_mul] at h1i h2i ⊢
    exact mul_left_cancel₀ hd (by linear_combination h2i - h1i)
  · refine ⟨0, fun u hu => ?_⟩
    have hu0 : u = 0 := by
      by_contra h
      exact hex ⟨u, h, hu⟩
    simp [hu0]
```

Choose a nonzero $v\perp q$. The relation with $w=x=v$ gives $Mv=bv$, where $b=v\cdot Mv/|v|^2$. For any $u\perp q$, use it with $x=v$, first for $w=u+v$ and then for $w=u$:
$$b(u\cdot v+|v|^2)u=(u\cdot v+|v|^2)Mu,\qquad b(u\cdot v)u=(u\cdot v)Mu.$$
Here $bv$ terms have cancelled in the first equation. Subtracting leaves $|v|^2Mu=|v|^2bu$, so $Mu=bu$; this is the `linear_combination` step. If no such $v$ exists, only $u=0$ remains.

## The decomposition and its coefficients

```lean
/-- In dimension at least two and for `q ≠ 0`, a response is isotropic about `q` exactly when
it is `a Q + b (1 - Q)` for a unique pair of real numbers `(a, b)`. -/
theorem isotropic_iff_existsUnique [Nontrivial ι] {q : ι → ℝ} (hq : q ≠ 0)
    (M : Matrix ι ι ℝ) :
    IsIsotropicAbout q M ↔
      ∃! p : ℝ × ℝ, M = p.1 • longProj q + p.2 • transProj q := by
  have hd : q ⬝ᵥ q ≠ 0 := fun h => hq (dotProduct_self_eq_zero.mp h)
  constructor
  · intro hM
    obtain ⟨a, ha⟩ := longitudinal_response hq hM
    obtain ⟨b, hb⟩ := transverse_response hM
    refine ⟨(a, b), ?_, ?_⟩
    · show M = a • longProj q + b • transProj q
      apply Matrix.toLin'.injective
      refine LinearMap.ext fun x => ?_
      rw [Matrix.toLin'_apply, Matrix.toLin'_apply, response_mulVec]
      obtain ⟨c, hc⟩ : ∃ c, c = (q ⬝ᵥ x) / (q ⬝ᵥ q) := ⟨_, rfl⟩
      rw [← hc]
      have hy : (x - c • q) ⬝ᵥ q = 0 := by
        rw [sub_dotProduct, smul_dotProduct, smul_eq_mul, hc, div_mul_cancel₀ _ hd,
          dotProduct_comm, sub_self]
      have h := hb _ hy
      rw [Matrix.mulVec_sub, Matrix.mulVec_smul, ha] at h
      rw [← h]
      module
    · rintro ⟨a', b'⟩ h
      have h' : M = a' • longProj q + b' • transProj q := h
      -- a nonzero transverse vector exists in dimension at least two
      obtain ⟨v, hv, hvq⟩ : ∃ v : ι → ℝ, v ≠ 0 ∧ v ⬝ᵥ q = 0 := by
        obtain ⟨i, hi⟩ := Function.ne_iff.mp hq
        obtain ⟨j, hj⟩ := exists_ne i
        refine ⟨Pi.single i (q j) - Pi.single j (q i), fun h0 => hi ?_, ?_⟩
        · have h1 := congrFun h0 j
          simpa [Pi.single_apply, hj, hj.symm] using h1
        · simp [sub_dotProduct, mul_comm]
      have e1 : a' • q = a • q := by
        rw [← ha, h', response_mulVec, div_self hd]
        module
      have e2 : b' • v = b • v := by
        rw [← hb v hvq, h', response_mulVec, dotProduct_comm q v, hvq, zero_div]
        module
      exact Prod.ext (smul_left_injective ℝ hq e1) (smul_left_injective ℝ hv e2)
  · rintro ⟨⟨a, b⟩, h, -⟩ R hR hRq
    have h' : M = a • longProj q + b • transProj q := h
    apply Matrix.toLin'.injective
    refine LinearMap.ext fun x => ?_
    have hdot : q ⬝ᵥ (Rᵀ *ᵥ x) = q ⬝ᵥ x := by
      rw [Matrix.dotProduct_mulVec, Matrix.vecMul_transpose, hRq]
    rw [Matrix.toLin'_apply, Matrix.toLin'_apply, h', ← Matrix.mulVec_mulVec,
      ← Matrix.mulVec_mulVec, response_mulVec, response_mulVec, hdot, Matrix.mulVec_add,
      Matrix.mulVec_smul, Matrix.mulVec_smul, Matrix.mulVec_sub, Matrix.mulVec_smul, hRq,
      Matrix.mulVec_mulVec, hR, Matrix.one_mulVec]
```

`Nontrivial ι` says that there are at least two components, and `∃!` means "there is exactly one".

**Existence.** Write $x=cq+y$ with $c=q\cdot x/|q|^2$ and $y\perp q$. Then $Mx=caq+by$, which is the claimed matrix acting on $x$. `Matrix.toLin'.injective` turns agreement on every $x$ into equality of matrices.

**Uniqueness.** Acting on $q$ fixes $a$. Acting on $v=q_je_i-q_ie_j$, with $q_i\neq0$ and $j\neq i$, fixes $b$.

**Converse.** Since $q\cdot R^Tx=(Rq)\cdot x=q\cdot x$, we get $RQR^T=Q$. With $RR^T=1$, this gives $RMR^T=M$.

```lean
/-- In three dimensions, a response isotropic about `q ≠ 0` has longitudinal coefficient
`q·Mq / |q|²` and transverse coefficient half of the remaining trace. -/
theorem response_three {q : Fin 3 → ℝ} (hq : q ≠ 0) {M : Matrix (Fin 3) (Fin 3) ℝ}
    (hM : IsIsotropicAbout q M) :
    M = ((q ⬝ᵥ (M *ᵥ q)) / (q ⬝ᵥ q)) • longProj q +
      ((M.trace - (q ⬝ᵥ (M *ᵥ q)) / (q ⬝ᵥ q)) / 2) • transProj q := by
  have hd : q ⬝ᵥ q ≠ 0 := fun h => hq (dotProduct_self_eq_zero.mp h)
  obtain ⟨⟨a, b⟩, h, -⟩ := (isotropic_iff_existsUnique hq M).mp hM
  have h' : M = a • longProj q + b • transProj q := h
  have hL : (q ⬝ᵥ (M *ᵥ q)) / (q ⬝ᵥ q) = a := by
    rw [h', response_mulVec, div_self hd, one_smul, sub_self, smul_zero, add_zero, mul_one,
      dotProduct_smul, smul_eq_mul, mul_div_cancel_right₀ _ hd]
  have hQ : (longProj q).trace = 1 := by
    show ∑ i, q i * q i / (q ⬝ᵥ q) = 1
    rw [← Finset.sum_div]
    exact div_self hd
  have htr : M.trace = a + 2 * b := by
    rw [h', transProj, Matrix.trace_add, Matrix.trace_smul, Matrix.trace_smul,
      Matrix.trace_sub, Matrix.trace_one, hQ]
    simp only [Fintype.card_fin, smul_eq_mul]
    push_cast
    ring
  rw [hL, htr, show (a + 2 * b - a) / 2 = b by ring]
  exact h'
```

In three dimensions $\operatorname{tr}Q=1$ and $\operatorname{tr}(1-Q)=2$, so
$$a=\frac{q\cdot Mq}{|q|^2},\qquad b=\frac{\operatorname{tr}M-a}{2}.$$

For example, take $q=(1,1,0)$ and
$$M=\begin{pmatrix}2&1&0\\1&2&0\\0&0&1\end{pmatrix}.$$
Then $Mq=(3,3,0)$, so $a=6/2=3$ and $b=(5-3)/2=1$. Indeed $M=1+2Q=3Q+(1-Q)$.

In code, these two formulas extract the coefficients from a computed tensor. A nonzero residual $M-aQ-b(1-Q)$ signals broken symmetry or numerical error. For a complex tensor at finite frequency, treat the real and imaginary parts separately.

## A Hall response without mirrors

```lean
/-- A Hall response in the plane perpendicular to the z axis. -/
def hall : Matrix (Fin 3) (Fin 3) ℝ := !![0, -1, 0; 1, 0, 0; 0, 0, 0]
```

This matrix turns a field in the $xy$ plane by $90^\circ$ and removes its $z$ component.

```lean
/-- The Hall response is unchanged by all proper rotations about the z axis, yet for `q` along z it
is not of the form `a Q + b (1 - Q)` with real `a` and `b`. -/
theorem hall_needs_mirrors :
    (∀ R : Matrix (Fin 3) (Fin 3) ℝ, R * Rᵀ = 1 → R.det = 1 →
      R *ᵥ ![0, 0, 1] = ![0, 0, 1] → R * hall * Rᵀ = hall) ∧
    ¬ ∃ a b : ℝ, hall = a • longProj ![0, 0, 1] + b • transProj ![0, 0, 1] := by
  constructor
  · intro R hR hdet hz
    have h02 : R 0 2 = 0 := by
      simpa [Matrix.mulVec, dotProduct, Fin.sum_univ_three] using congrFun hz 0
    have h12 : R 1 2 = 0 := by
      simpa [Matrix.mulVec, dotProduct, Fin.sum_univ_three] using congrFun hz 1
    have h22 : R 2 2 = 1 := by
      simpa [Matrix.mulVec, dotProduct, Fin.sum_univ_three] using congrFun hz 2
    -- the last row has unit length, so its other entries vanish
    have hrow : R 2 0 * R 2 0 + R 2 1 * R 2 1 + R 2 2 * R 2 2 = 1 := by
      have h := congrFun (congrFun hR 2) 2
      rwa [Matrix.mul_apply, Fin.sum_univ_three, Matrix.one_apply_eq] at h
    rw [h22] at hrow
    have h20 : R 2 0 = 0 := mul_self_eq_zero.mp
      (by linarith [mul_self_nonneg (R 2 0), mul_self_nonneg (R 2 1)])
    have h21 : R 2 1 = 0 := mul_self_eq_zero.mp
      (by linarith [mul_self_nonneg (R 2 0), mul_self_nonneg (R 2 1)])
    rw [Matrix.det_fin_three, h02, h12, h22, h20, h21] at hdet
    have key : ∀ i j, (R * hall * Rᵀ) i j = R i 1 * R j 0 - R i 0 * R j 1 := by
      intro i j
      simp [Matrix.mul_apply, Fin.sum_univ_three, hall]
      ring
    ext i j
    rw [key]
    fin_cases i <;> fin_cases j <;> simp [hall, h20, h21] <;> linarith
  · rintro ⟨a, b, h⟩
    have h01 := congrFun (congrFun h 0) 1
    simp [hall, longProj, transProj] at h01

end

end IsotropicCurrentResponse
```

Lean counts components from 0. If $R$ fixes $z$, its last column is $(0,0,1)^T$, and unit row length makes its last row $(0,0,1)$. The determinant condition becomes $R_{00}R_{11}-R_{01}R_{10}=1$, which is what keeps the Hall entries unchanged. Yet $aQ+b(1-Q)$ has a zero in position $(0,1)$, where the Hall matrix has $-1$. Symmetry under proper rotations alone is therefore too weak in three dimensions.

```lean
#print axioms IsotropicCurrentResponse.longitudinal_response
-- 'IsotropicCurrentResponse.longitudinal_response' depends on axioms: [propext, Classical.choice, Quot.sound]
#print axioms IsotropicCurrentResponse.response_three
-- 'IsotropicCurrentResponse.response_three' depends on axioms: [propext, Classical.choice, Quot.sound]
#print axioms IsotropicCurrentResponse.hall_needs_mirrors
-- 'IsotropicCurrentResponse.hall_needs_mirrors' depends on axioms: [propext, Classical.choice, Quot.sound]
```
